# Invertible complex n × n matrices with UV = w VU exist exactly when w^n = 1

## Which phases w can occur in n dimensions?

Let U and V be invertible complex n × n matrices with n ≥ 1, and let w be a complex number. By the Weyl relation I mean

UV = w VU.

In infinite dimension, the exponentials e^(iax) and e^(ibp) of position x and momentum p, with real a and b, obey a relation of this form. My understanding is that finite dimension restricts w to the n-th roots of unity, and that each of these roots does occur, with a diagonal "clock" matrix for U and a cyclic shift for V. Can both directions be derived step by step and also proved in Lean, so that a machine has checked them?

## Determinants restrict w, and clock and shift realise every allowed value

Label the basis states e_k by the sites k = 0, ..., n−1 of a ring, with site labels added modulo n. The clock U and the shift V act by

U e_k = w^k e_k,  V e_k = e_(k+1).

In the phase w^k, the exponent is always the representative between 0 and n−1.

### From the relation to w^n = 1

In this part U and V are any invertible n × n matrices that satisfy the relation, not only clock and shift. Take determinants of both sides of UV = w VU. A scalar factor w multiplies each of the n rows, so

det U det V = w^n det V det U.

Both determinants are nonzero because U and V are invertible. Cancelling them leaves w^n = 1. If w is a primitive d-th root of unity, it follows that d divides n.

Invertibility matters here. In two dimensions take U = diag(w, 1) with any w ≠ 0, and let V have a single nonzero entry, 1 in the upper right corner. Then UV = wV and VU = V, so the relation holds for every nonzero w, but V is singular.

### From w^n = 1 to a solution

From here on, U and V are again the clock and the shift. Apply both products to e_k. For k < n−1,

UV e_k = w^(k+1) e_(k+1) = w VU e_k.

At k = n−1 the shift leads back to site 0, whose phase is 1. The relation needs this to equal w · w^(n−1) = w^n, which is the assumption.

For the powers,

U^n e_k = (w^n)^k e_k = e_k,  V^m e_k = e_(k+m).

With m = n the second formula gives V^n = 1. Since U^n = V^n = 1, both matrices are invertible.

### Only scalars commute with both when w is primitive

Suppose X commutes with U and V, and w is a primitive n-th root of unity. The (i, j) entry of XU = UX reads

(w^j − w^i) X_ij = 0.

The phases at different sites are distinct, so X is diagonal. The (j+1, j) entry of XV = VX reads

X_(j+1, j+1) = X_jj.

All diagonal entries are therefore equal, and X = X_00 · 1.

The restriction on the dimension has a use for a single charged particle on a finite periodic lattice. If its Hamiltonian commutes with two magnetic translations that obey the Weyl relation with w a primitive d-th root of unity, the determinant argument applied within each energy level shows that its degeneracy is a multiple of d.

### What the Lean theorems say

`pow_dim_eq_one` and `order_dvd_dim` concern matrices indexed by any finite type `ι`, and the dimension is `Fintype.card ι`. Invertibility is `IsUnit`, and the relation is written `U * V = w • (V * U)`. Neither unitarity nor |w| = 1 is assumed.

The ring is `ZMod n`, and `k.val` is the representative of k between 0 and n−1. The assumption `[NeZero n]` says n ≥ 1; it is needed because `ZMod 0` is the infinite set of integers. `shift n` has entry 1 in row i and column j when i = j + 1, and `shift_basis` confirms that this convention sends e_k, written `Pi.single k 1`, to e_(k+1).

`weyl_relation_iff` is the equivalence in the title. `clock_mul_shift`, `clock_pow` and `shift_pow` give the properties of the explicit solution. `commutant_scalar` assumes `IsPrimitiveRoot w n`: w^n = 1, and no smaller positive power of w equals 1.

The theorems treat finite matrices only, and they do not say whether every solution is equivalent to clock and shift by a change of basis.

```lean
import Mathlib

open Matrix

namespace FiniteWeylRelation

noncomputable section

/-- The clock matrix on a ring of `n ≥ 1` sites: diagonal, with the entry `w ^ k` at site
`k = 0, ..., n - 1`. -/
def clock (n : ℕ) (w : ℂ) : Matrix (ZMod n) (ZMod n) ℂ :=
  Matrix.diagonal fun k => w ^ k.val

/-- The cyclic shift matrix on a ring of `n ≥ 1` sites: the entry in row `i` and column `j` is one
if `i = j + 1` and zero otherwise. -/
def shift (n : ℕ) : Matrix (ZMod n) (ZMod n) ℂ :=
  Matrix.of fun i j => if i = j + 1 then 1 else 0

/-- If two invertible complex matrices satisfy `U V = w V U`, then `w` raised to the dimension
of the space is one. -/
theorem pow_dim_eq_one {ι : Type*} [Fintype ι] [DecidableEq ι] {U V : Matrix ι ι ℂ} {w : ℂ}
    (hU : IsUnit U) (hV : IsUnit V) (h : U * V = w • (V * U)) :
    w ^ Fintype.card ι = 1 := by
  have hU' : U.det ≠ 0 := ((Matrix.isUnit_iff_isUnit_det U).mp hU).ne_zero
  have hV' : V.det ≠ 0 := ((Matrix.isUnit_iff_isUnit_det V).mp hV).ne_zero
  -- the determinant does not see the order of the factors, only the scalar
  have hd := congrArg Matrix.det h
  rw [Matrix.det_mul, Matrix.det_smul, Matrix.det_mul] at hd
  have hc : w ^ Fintype.card ι * (U.det * V.det) = 1 * (U.det * V.det) := by
    linear_combination -hd
  exact mul_right_cancel₀ (mul_ne_zero hU' hV') hc

/-- If two invertible complex matrices satisfy `U V = w V U` with `w` a primitive `d`-th root of
unity, then the dimension of the space is a multiple of `d`. -/
theorem order_dvd_dim {ι : Type*} [Fintype ι] [DecidableEq ι] {U V : Matrix ι ι ℂ} {w : ℂ}
    {d : ℕ} (hw : IsPrimitiveRoot w d) (hU : IsUnit U) (hV : IsUnit V)
    (h : U * V = w • (V * U)) : d ∣ Fintype.card ι :=
  hw.dvd_of_pow_eq_one _ (pow_dim_eq_one hU hV h)

/-- For every nonzero `w`, the matrix `U = diag(w, 1)` is invertible, the two-by-two matrix `V`
whose only nonzero entry is a one in the upper right corner is not the zero matrix, and
`U V = w V U`. -/
theorem singular_solution {w : ℂ} (hw : w ≠ 0) :
    IsUnit !![w, 0; 0, 1] ∧ !![(0 : ℂ), 1; 0, 0] ≠ 0 ∧
      !![w, 0; 0, 1] * !![0, 1; 0, 0] = w • (!![0, 1; 0, 0] * !![w, 0; 0, 1]) := by
  refine ⟨?_, ?_, ?_⟩
  · rw [Matrix.isUnit_iff_isUnit_det]
    simp [Matrix.det_fin_two_of, hw]
  · intro h
    have h01 := congrFun (congrFun h 0) 1
    simp at h01
  · ext i j
    fin_cases i <;> fin_cases j <;> simp [Matrix.mul_apply, Fin.sum_univ_succ]

/-- The shift carries the basis state at site `k` to the basis state at site `k + 1`, cyclically
on a ring of `n ≥ 1` sites. -/
theorem shift_basis (n : ℕ) [NeZero n] (k : ZMod n) :
    shift n *ᵥ Pi.single k 1 = Pi.single (k + 1) 1 := by
  ext i
  simp only [Matrix.mulVec, dotProduct, shift, Matrix.of_apply, Pi.single_apply, mul_ite,
    mul_one, mul_zero, Finset.sum_ite_eq', Finset.mem_univ, if_true]

/-- On a ring of `n ≥ 1` sites with `w ^ n = 1`, clock and shift satisfy the Weyl relation
`U V = w V U`. -/
theorem clock_mul_shift (n : ℕ) [NeZero n] {w : ℂ} (hw : w ^ n = 1) :
    clock n w * shift n = w • (shift n * clock n w) := by
  -- one step along the ring multiplies the phase by `w`, also across the boundary
  have phase : ∀ k : ZMod n, w ^ (k + 1).val = w * w ^ k.val := by
    intro k
    rw [ZMod.val_add, ← pow_eq_pow_mod _ hw, ZMod.val_one_eq_one_mod, pow_add,
      ← pow_eq_pow_mod _ hw]
    ring
  ext i j
  rw [clock, Matrix.diagonal_mul, Matrix.smul_apply, Matrix.mul_diagonal, smul_eq_mul]
  simp only [shift, Matrix.of_apply]
  by_cases h : i = j + 1
  · rw [if_pos h, h, phase]
    ring
  · rw [if_neg h]
    ring

/-- If `w ^ n = 1`, the `n`-th power of the clock on a ring of `n ≥ 1` sites is the identity. -/
theorem clock_pow (n : ℕ) [NeZero n] {w : ℂ} (hw : w ^ n = 1) : clock n w ^ n = 1 := by
  have h : (fun k : ZMod n => w ^ k.val) ^ n = 1 := by
    funext k
    simp only [Pi.pow_apply, Pi.one_apply]
    rw [← pow_mul, mul_comm, pow_mul, hw, one_pow]
  rw [clock, Matrix.diagonal_pow, h]
  exact Matrix.diagonal_one

/-- The `n`-th power of the shift on a ring of `n ≥ 1` sites is the identity. -/
theorem shift_pow (n : ℕ) [NeZero n] : shift n ^ n = 1 := by
  -- the `m`-th power moves every basis state by `m` sites
  have h : ∀ (m : ℕ) (i j : ZMod n),
      (shift n ^ m) i j = if i = j + (m : ZMod n) then 1 else 0 := by
    intro m
    induction m with
    | zero =>
      intro i j
      simp [Matrix.one_apply]
    | succ m ih =>
      intro i j
      have e : j + ((m + 1 : ℕ) : ZMod n) = j + 1 + (m : ZMod n) := by
        push_cast
        ring
      rw [pow_succ, Matrix.mul_apply, e]
      simp only [ih]
      simp only [shift, Matrix.of_apply, mul_ite, mul_one, mul_zero,
        Finset.sum_ite_eq', Finset.mem_univ, if_true]
  ext i j
  rw [h, ZMod.natCast_self, add_zero, Matrix.one_apply]

/-- In dimension `n ≥ 1`, the Weyl relation `U V = w V U` has a solution in invertible complex
matrices exactly when `w ^ n = 1`. -/
theorem weyl_relation_iff (n : ℕ) [NeZero n] (w : ℂ) :
    (∃ U V : Matrix (ZMod n) (ZMod n) ℂ, IsUnit U ∧ IsUnit V ∧ U * V = w • (V * U)) ↔
      w ^ n = 1 := by
  constructor
  · rintro ⟨U, V, hU, hV, h⟩
    have hc := pow_dim_eq_one hU hV h
    rwa [ZMod.card] at hc
  · intro hw
    exact ⟨clock n w, shift n, IsUnit.of_pow_eq_one (clock_pow n hw) (NeZero.ne n),
      IsUnit.of_pow_eq_one (shift_pow n) (NeZero.ne n), clock_mul_shift n hw⟩

/-- If `w` is a primitive `n`-th root of unity, `n ≥ 1`, then a matrix that commutes with both
clock and shift is a multiple of the identity. -/
theorem commutant_scalar (n : ℕ) [NeZero n] {w : ℂ} (hw : IsPrimitiveRoot w n)
    {X : Matrix (ZMod n) (ZMod n) ℂ} (hU : X * clock n w = clock n w * X)
    (hV : X * shift n = shift n * X) :
    X = X 0 0 • (1 : Matrix (ZMod n) (ZMod n) ℂ) := by
  -- the clock has distinct diagonal entries, so `X` is diagonal
  have hoff : ∀ i j : ZMod n, i ≠ j → X i j = 0 := by
    intro i j hij
    have h := congrFun (congrFun hU i) j
    rw [clock, Matrix.mul_diagonal, Matrix.diagonal_mul] at h
    have hne : w ^ j.val - w ^ i.val ≠ 0 := by
      intro h0
      exact hij (ZMod.val_injective n
        (hw.pow_inj (ZMod.val_lt j) (ZMod.val_lt i) (sub_eq_zero.mp h0)).symm)
    have hz : (w ^ j.val - w ^ i.val) * X i j = 0 := by
      linear_combination h
    exact (mul_eq_zero.mp hz).resolve_left hne
  -- the shift carries each diagonal entry to the next one
  have hstep : ∀ j : ZMod n, X (j + 1) (j + 1) = X j j := by
    intro j
    have h := congrFun (congrFun hV (j + 1)) j
    simp only [Matrix.mul_apply, shift, Matrix.of_apply, mul_ite, ite_mul, mul_one, one_mul,
      mul_zero, zero_mul, add_left_inj, Finset.sum_ite_eq, Finset.sum_ite_eq',
      Finset.mem_univ, if_true] at h
    exact h
  have hdiag : ∀ m : ℕ, X (m : ZMod n) (m : ZMod n) = X 0 0 := by
    intro m
    induction m with
    | zero => rw [Nat.cast_zero]
    | succ m ih => rw [Nat.cast_succ, hstep, ih]
  ext i j
  rw [Matrix.smul_apply, Matrix.one_apply, smul_eq_mul]
  by_cases hij : i = j
  · have hi := hdiag j.val
    rw [ZMod.natCast_zmod_val] at hi
    rw [if_pos hij, hij, hi, mul_one]
  · rw [if_neg hij, hoff i j hij, mul_zero]

end

end FiniteWeylRelation
```

```lean
#print axioms FiniteWeylRelation.singular_solution
#print axioms FiniteWeylRelation.shift_basis
#print axioms FiniteWeylRelation.weyl_relation_iff
#print axioms FiniteWeylRelation.commutant_scalar
```

```
'FiniteWeylRelation.singular_solution' depends on axioms: [propext, Classical.choice, Quot.sound]
'FiniteWeylRelation.shift_basis' depends on axioms: [propext, Classical.choice, Quot.sound]
'FiniteWeylRelation.weyl_relation_iff' depends on axioms: [propext, Classical.choice, Quot.sound]
'FiniteWeylRelation.commutant_scalar' depends on axioms: [propext, Classical.choice, Quot.sound]
```

### How the Lean proofs match the derivation

In `pow_dim_eq_one`, `congrArg Matrix.det h` takes the determinant of both sides. The rewrites with `Matrix.det_mul` and `Matrix.det_smul` produce the factor w^n, and `mul_right_cancel₀` cancels the nonzero product of determinants. `order_dvd_dim` then uses the defining divisibility property of a primitive root. `singular_solution` treats the two-dimensional example: it proves that U is invertible, using a determinant, and that V is nonzero and the relation holds, using entries. That V is singular is clear from its zero row and is not part of the theorem.

In `clock_mul_shift`, the local statement `phase` says that one step along the ring multiplies the phase by w. `ZMod.val_add` expresses the new label as a remainder modulo n, and `pow_eq_pow_mod` removes the remainder from the exponent because w^n = 1. This covers the boundary and the interior together. The matrices are then compared entry by entry: for i = j + 1 the claim is `phase`, and otherwise both sides vanish.

`clock_pow` raises the diagonal entries to the n-th power. `shift_pow` proves by induction on m that V^m moves every state by m sites, then sets m = n, which is zero in `ZMod n`.

`weyl_relation_iff` combines the two directions. The first is `pow_dim_eq_one` with the dimension evaluated by `ZMod.card`. The second supplies clock and shift, whose invertibility follows from their n-th powers through `IsUnit.of_pow_eq_one`.

In `commutant_scalar`, `hoff` shows that the off-diagonal entries vanish, with `hw.pow_inj` providing the distinctness of the phases. `hstep` equates neighbouring diagonal entries, and `hdiag` carries this around the ring by induction from site 0.
